# At fixed site compositions, correlations lower the configurational entropy of a finite alloy

A common step in estimating the free energy of a disordered alloy is to compute an energy E and subtract T times the ideal mixing entropy, −k_B ∑ₐ x(a) log x(a) per site, where x(a) is the fraction of species a. If each site of a finite lattice is occupied by species a with probability x(a), this entropy is an upper bound on the configurational entropy per site, whatever the correlations between the sites. For the same E, the estimate therefore lies at or below the configurational free energy E − TS. Vibrational and electronic entropy are left out, and so is the change of E with ordering.

## Nonnegative, normalised probabilities on a finite lattice

A configuration c assigns a species c_i to each site i, and p(c) is its probability. In Lean the sites form a finite type `ι`, the species a finite type `S`, and c is a function `ι → S`. A vacancy can be one of the species. There is no geometry and no Hamiltonian, so p may be thermal, constrained or arbitrary.

```lean
import Mathlib

namespace ConfigurationalEntropy

noncomputable section

/-- A probability distribution on a finite set of states: nonnegative and normalised. -/
structure IsDistribution {α : Type*} [Fintype α] (p : α → ℝ) : Prop where
  nonneg : ∀ x, 0 ≤ p x
  sum_one : ∑ x, p x = 1
```

The entropy in units of k_B is written H here, since `S` names the species. D is the relative entropy of one distribution with respect to another:

H(p) = −∑_c p(c) log p(c)

D(p‖q) = ∑_c p(c) [log p(c) − log q(c)]

```lean
/-- The entropy `-∑ p log p`, in units of Boltzmann's constant. -/
def entropy {α : Type*} [Fintype α] (p : α → ℝ) : ℝ :=
  -∑ x, p x * Real.log (p x)

/-- The relative entropy `∑ p (log p - log q)` of `p` with respect to `q`. -/
def relativeEntropy {α : Type*} [Fintype α] (p q : α → ℝ) : ℝ :=
  ∑ x, p x * (Real.log (p x) - Real.log (q x))
```

The site probability p_i(a) is the sum of p(c) over configurations with c_i = a. The pair probability p_ij(a,b) also requires c_j = b. The random alloy r keeps the site probabilities and makes the sites independent:

r(c) = ∏_i p_i(c_i)

```lean
variable {ι S : Type*} [Fintype ι] [DecidableEq ι] [Fintype S] [DecidableEq S]

/-- The probability that site `i` is occupied by species `a`. -/
def marginal (p : (ι → S) → ℝ) (i : ι) (a : S) : ℝ :=
  ∑ c, if c i = a then p c else 0

/-- The probability that site `i` carries species `a` while site `j` carries species `b`. -/
def pairProb (p : (ι → S) → ℝ) (i j : ι) (a b : S) : ℝ :=
  ∑ c, if c i = a ∧ c j = b then p c else 0

/-- The random alloy with the site compositions of `p`: the product of its marginals. -/
def randomAlloy (p : (ι → S) → ℝ) (c : ι → S) : ℝ :=
  ∏ i, marginal p i (c i)
```

Finiteness allows sums to be exchanged. For any single-site quantity f, grouping the configurations by the species on site i gives

∑ₐ p_i(a) f(a) = ∑_c p(c) f(c_i).

The Lean proof does the same with `Finset.sum_comm`. On an infinite lattice the total entropy generally diverges, and one would work with entropy per site.

```lean
/-- Summing a single-site quantity with the marginal of site `i` as weight gives the same result as
summing it over configurations with weight `p`. -/
theorem sum_marginal_mul (p : (ι → S) → ℝ) (i : ι) (f : S → ℝ) :
    ∑ a, marginal p i a * f a = ∑ c, p c * f (c i) := by
  simp_rw [marginal, Finset.sum_mul]
  rw [Finset.sum_comm]
  refine Finset.sum_congr rfl fun c _ => ?_
  simp [ite_mul]
```

Setting f = 1 shows that p_i sums to one, because p does. Nonnegativity gives p_i(a) ≥ 0 and also

p(c) ≤ p_i(c_i),

since p(c) is one term in a sum of nonnegative terms. This is the role of `Finset.single_le_sum`.

```lean
/-- Each marginal is a probability distribution, and a configuration is at most as probable
as the occupation of any one of its sites. -/
theorem marginal_isDistribution {p : (ι → S) → ℝ} (hp : IsDistribution p) (i : ι) :
    IsDistribution (marginal p i) ∧ ∀ c, p c ≤ marginal p i (c i) := by
  have hn : ∀ (a : S) (d : ι → S), 0 ≤ (if d i = a then p d else 0) := by
    intro a d
    split_ifs
    · exact hp.nonneg d
    · exact le_rfl
  refine ⟨⟨fun a => Finset.sum_nonneg fun d _ => hn a d, ?_⟩, fun c => ?_⟩
  · have h := sum_marginal_mul p i (fun _ => 1)
    simp only [mul_one] at h
    rw [h, hp.sum_one]
  · have h := Finset.single_le_sum (f := fun d : ι → S => if d i = c i then p d else 0)
      (fun d _ => hn (c i) d) (Finset.mem_univ c)
    simpa [marginal] using h
```

Both conditions matter. A negative weight, which an approximate cluster parametrisation can produce, has no real p log p and can spoil the last inequality. Without normalisation the entropy bound itself can fail: for two sites, one species and total weight 2, the joint entropy is −2 log 2, while the site entropies sum to −4 log 2.

## Constraints that act site by site

Suppose that each site k has weights m_k(s) and a set A_k of allowed species. Expanding the product of single-site sums produces every allowed configuration once:

∑_{c: c_k ∈ A_k for all k} ∏_k m_k(c_k) = ∏_k ∑_{s ∈ A_k} m_k(s)

In `sum_constrained`, `P k s` says that s is allowed on site k, and hypothesis `h` says that the constraint `Q` on c is the conjunction of these site conditions. The proof expands the product with `Finset.prod_univ_sum`; a forbidden configuration has a zero factor. A constraint such as c_i = c_j for distinct sites, or a fixed total number of atoms of one species, does not in general split in this way, and the factorisation can then fail.

```lean
omit [DecidableEq S] in
/-- For independent sites, a sum over configurations restricted site by site factorises
into single-site sums. -/
theorem sum_constrained (m : ι → S → ℝ) (P : ι → S → Prop) (Q : (ι → S) → Prop)
    [DecidablePred Q] [∀ k s, Decidable (P k s)] (h : ∀ c, Q c ↔ ∀ k, P k (c k)) :
    ∑ c, (if Q c then ∏ k, m k (c k) else 0) = ∏ k, ∑ s, if P k s then m k s else 0 := by
  rw [Finset.prod_univ_sum, Fintype.piFinset_univ]
  refine Finset.sum_congr rfl fun c _ => ?_
  by_cases hc : Q c
  · rw [if_pos hc]
    exact Finset.prod_congr rfl fun k _ => (if_pos ((h c).1 hc k)).symm
  · obtain ⟨k, hk⟩ := not_forall.1 (fun h' => hc ((h c).2 h'))
    rw [if_neg hc]
    exact (Finset.prod_eq_zero (Finset.mem_univ k) (if_neg hk)).symm
```

With m_k = p_k and no constraint, every factor is one, so r is normalised. Its terms are nonnegative as products of nonnegative factors.

```lean
/-- The random alloy is a probability distribution. -/
theorem randomAlloy_isDistribution {p : (ι → S) → ℝ} (hp : IsDistribution p) :
    IsDistribution (randomAlloy p) := by
  refine ⟨fun c => Finset.prod_nonneg fun i _ => (marginal_isDistribution hp i).1.nonneg _, ?_⟩
  have h := Finset.prod_univ_sum (fun _ : ι => (Finset.univ : Finset S)) (marginal p)
  rw [Fintype.piFinset_univ] at h
  refine h.symm.trans (Finset.prod_eq_one fun i _ => (marginal_isDistribution hp i).1.sum_one)
```

Fixing site i to species a leaves the factor p_i(a), with ones from all other sites, so r has the same site compositions as p. Fixing two distinct sites leaves p_i(a) p_j(b). The lemmas `Fintype.prod_eq_single` and `Fintype.prod_eq_mul` isolate these one or two factors.

```lean
/-- The random alloy has the same site compositions as `p`, and its pair probabilities on
distinct sites are products of site probabilities. -/
theorem randomAlloy_marginals {p : (ι → S) → ℝ} (hp : IsDistribution p) :
    (∀ i, marginal (randomAlloy p) i = marginal p i) ∧
    ∀ i j, i ≠ j → ∀ a b,
      pairProb (randomAlloy p) i j a b = marginal p i a * marginal p j b := by
  have h1 : ∀ k, ∑ s, marginal p k s = 1 := fun k => (marginal_isDistribution hp k).1.sum_one
  constructor
  · intro i
    funext a
    refine (sum_constrained (marginal p) (fun k s => k = i → s = a)
      (fun c => c i = a) (by simp)).trans ?_
    rw [Fintype.prod_eq_single i]
    · simp
    · intro k hk
      simp [hk, h1]
  · intro i j hij a b
    refine (sum_constrained (marginal p) (fun k s => (k = i → s = a) ∧ (k = j → s = b))
      (fun c => c i = a ∧ c j = b) ?_).trans ?_
    · intro c
      constructor
      · rintro ⟨ha, hb⟩ k
        exact ⟨by rintro rfl; exact ha, by rintro rfl; exact hb⟩
      · intro h
        exact ⟨(h i).1 rfl, (h j).2 rfl⟩
    · rw [Fintype.prod_eq_mul i j hij]
      · simp [hij, hij.symm]
      · rintro k ⟨hi, hj⟩
        simp [hi, hj, h1]
```

## A reference that allows every configuration that occurs

Gibbs' inequality compares p with a second distribution q and assumes, as `hac`, that p vanishes wherever q does. Physically, the reference must not forbid a state that the alloy visits.

Take a state x with p(x) > 0. Then q(x) > 0 by this assumption. If p(x) ≠ q(x), the bound log t < t − 1 at t = q(x)/p(x) ≠ 1, multiplied by p(x), gives

p(x) [log p(x) − log q(x)] > p(x) − q(x).

If p(x) = 0 < q(x), the left side is 0 and the right side is negative, so the strict bound still holds. If p(x) = q(x), both sides vanish. Summing over x gives

D(p‖q) ≥ ∑_x [p(x) − q(x)] = 1 − 1 = 0,

with strict inequality as soon as p and q differ in one state. In the proof, `term` is the strict bound, `le` its weak form, and `Finset.sum_lt_sum` settles the equality case.

```lean
/-- Gibbs' inequality: if `p` vanishes wherever `q` does, the relative entropy is nonnegative,
and it is zero exactly when the two distributions coincide. -/
theorem gibbs_inequality {α : Type*} [Fintype α] {p q : α → ℝ} (hp : IsDistribution p)
    (hq : IsDistribution q) (hac : ∀ x, q x = 0 → p x = 0) :
    0 ≤ relativeEntropy p q ∧ (relativeEntropy p q = 0 ↔ p = q) := by
  -- the strict pointwise bound; for `p x > 0` it follows from `log t < t - 1` at `t = q / p ≠ 1`
  have term : ∀ x, p x ≠ q x → p x - q x < p x * (Real.log (p x) - Real.log (q x)) := by
    intro x hne
    rcases (hp.nonneg x).eq_or_lt with h | h
    · have hq0 : 0 < q x := lt_of_le_of_ne (hq.nonneg x) (fun e => hne (h.symm.trans e))
      rw [← h, zero_mul]
      linarith
    · have hp0 : p x ≠ 0 := h.ne'
      have hq0 : 0 < q x := lt_of_le_of_ne (hq.nonneg x) (fun e => hp0 (hac x e.symm))
      have hl := Real.log_lt_sub_one_of_pos (div_pos hq0 h)
        (fun e => hne ((div_eq_one_iff_eq hp0).1 e).symm)
      rw [Real.log_div hq0.ne' hp0] at hl
      have hm := mul_lt_mul_of_pos_left hl h
      have e : p x * (q x / p x - 1) = q x - p x := by field_simp
      rw [e] at hm
      linarith
  have le : ∀ x, p x - q x ≤ p x * (Real.log (p x) - Real.log (q x)) := by
    intro x
    by_cases e : p x = q x
    · simp [e]
    · exact (term x e).le
  have hs : ∑ x, (p x - q x) = 0 := by
    rw [Finset.sum_sub_distrib, hp.sum_one, hq.sum_one, sub_self]
  refine ⟨hs.symm.le.trans (Finset.sum_le_sum fun x _ => le x), fun h => ?_, ?_⟩
  · by_contra hne
    obtain ⟨x, hx⟩ := Function.ne_iff.1 hne
    have hlt := Finset.sum_lt_sum (fun x _ => le x) ⟨x, Finset.mem_univ x, term x hx⟩
    rw [hs] at hlt
    exact hlt.ne' h
  · rintro rfl
    simp [relativeEntropy]
```

Without `hac` the relative entropy is conventionally infinite. Lean sets log 0 = 0 instead, and the inequality can then fail: p = (½, ½) and q = (1, 0) give −log 2.

Now take q = r. Wherever p(c) > 0, all factors p_i(c_i) are positive, so log r(c) splits into a sum; where p(c) = 0, the term contributes nothing. Applying the averaging identity with f = log p_i gives

D(p‖r) = ∑_c p(c) log p(c) − ∑_i ∑_c p(c) log p_i(c_i)
= −H(p) + ∑_i H(p_i).

In the Lean proof, `h1` rewrites the site entropies and `h2` splits the logarithm.

```lean
/-- The sum of site entropies minus the configurational entropy is the relative entropy of
the alloy with respect to the random alloy. -/
theorem entropy_deficit {p : (ι → S) → ℝ} (hp : IsDistribution p) :
    relativeEntropy p (randomAlloy p) = ∑ i, entropy (marginal p i) - entropy p := by
  have h1 : ∀ i, entropy (marginal p i) = -∑ c, p c * Real.log (marginal p i (c i)) :=
    fun i => congrArg (fun t : ℝ => -t)
      (sum_marginal_mul p i (fun a => Real.log (marginal p i a)))
  -- the logarithm of the product splits on every configuration that occurs
  have h2 : ∀ c, p c * Real.log (randomAlloy p c)
      = ∑ i, p c * Real.log (marginal p i (c i)) := by
    intro c
    by_cases h : p c = 0
    · simp [h]
    · have hpos : 0 < p c := lt_of_le_of_ne (hp.nonneg c) (Ne.symm h)
      rw [randomAlloy, Real.log_prod, Finset.mul_sum]
      exact fun i _ => (hpos.trans_le ((marginal_isDistribution hp i).2 c)).ne'
  rw [Finset.sum_congr rfl (fun i _ => h1 i), Finset.sum_neg_distrib, Finset.sum_comm]
  unfold relativeEntropy entropy
  simp only [mul_sub, Finset.sum_sub_distrib, h2]
  ring
```

For the random alloy the condition on zeros is derived: if r(c) = 0, some p_i(c_i) is zero, and p(c) ≤ p_i(c_i) forces p(c) = 0. Gibbs' inequality then yields

H(p) ≤ ∑_i H(p_i),

with equality exactly when p(c) = ∏_i p_i(c_i) for every c. The only hypothesis left in the theorem is `IsDistribution p`.

```lean
/-- The configurational entropy is at most the sum of the single-site entropies, with equality
if and only if the joint distribution is the product of its marginals. -/
theorem entropy_le_sum_site_entropies {p : (ι → S) → ℝ} (hp : IsDistribution p) :
    entropy p ≤ ∑ i, entropy (marginal p i) ∧
    (entropy p = ∑ i, entropy (marginal p i) ↔ ∀ c, p c = ∏ i, marginal p i (c i)) := by
  have hac : ∀ c, randomAlloy p c = 0 → p c = 0 := by
    intro c h
    obtain ⟨i, _, hi⟩ := Finset.prod_eq_zero_iff.1 h
    exact le_antisymm (hi ▸ (marginal_isDistribution hp i).2 c) (hp.nonneg c)
  obtain ⟨h0, h1⟩ := gibbs_inequality hp (randomAlloy_isDistribution hp) hac
  rw [entropy_deficit hp] at h0 h1
  refine ⟨by linarith, fun h c => congrFun (h1.1 (by linarith)) c, fun h => ?_⟩
  have h2 := h1.2 (funext h)
  linarith
```

## A correlated pair on two distinct sites

Short-range order enters as `hsro`: for some species a and b,

p_ij(a,b) ≠ p_i(a) p_j(b).

No distance is involved, so the pair may be near neighbours or far apart. The correlations that fixed atom numbers impose in a small cell count as well.

Since r is the product of its own marginals, which are those of p, it attains the bound: H(r) = ∑_i H(p_i). Hence H(p) ≤ H(r). If the two were equal, p would be r, and its pair probabilities would factorise, contrary to `hsro`. So H(p) < H(r). The Lean proof follows this route: `hr` is the entropy of r, and `lt_of_le_of_ne` reduces the strict inequality to excluding equality.

```lean
/-- If the occupations of two distinct sites are correlated, the entropy is strictly below that
of the random alloy with the same site compositions. -/
theorem short_range_order_lowers_entropy {p : (ι → S) → ℝ} (hp : IsDistribution p)
    {i j : ι} (hij : i ≠ j) {a b : S}
    (hsro : pairProb p i j a b ≠ marginal p i a * marginal p j b) :
    entropy p < entropy (randomAlloy p) := by
  obtain ⟨hm, hpair⟩ := randomAlloy_marginals hp
  -- the random alloy attains the upper bound
  have hr := (entropy_le_sum_site_entropies (randomAlloy_isDistribution hp)).2.2
    (fun c => by simp [hm, randomAlloy])
  simp only [hm] at hr
  rw [hr]
  refine lt_of_le_of_ne (entropy_le_sum_site_entropies hp).1 fun he => hsro ?_
  have hprod : p = randomAlloy p := funext ((entropy_le_sum_site_entropies hp).2.1 he)
  exact (congrArg (fun q => pairProb q i j a b) hprod).trans (hpair i j hij a b)
```

The condition `hij`, i ≠ j, is needed because a site with a mixed composition is correlated with itself: p_ii(a,a) = p_i(a), which differs from p_i(a)² whenever 0 < p_i(a) < 1. Even a random alloy with such a site would then count as ordered.

Without `hsro` the strict inequality may fail, as it does for p = r. Uncorrelated pairs do not guarantee equality, however. For three sites and two species, let the four configurations with an even number of B atoms be equally likely. Every pair is uncorrelated, yet the entropy is 2 log 2 and not 3 log 2.

## The same composition on every site

The last theorem does not need `hsro`. Besides `IsDistribution p` it assumes `hx`: p_i = x for every site i. This describes an alloy without sublattice order in its site probabilities. All N terms of the bound are then equal:

H(p) ≤ ∑_i H(p_i) = N H(x)

In Lean, N is `Fintype.card ι`, and `simpa` substitutes `hx` into the general bound.

```lean
/-- If every site has the same composition `x`, the configurational entropy is at most the
number of sites times the ideal mixing entropy `-∑ x log x`. -/
theorem entropy_le_ideal_mixing {p : (ι → S) → ℝ} (hp : IsDistribution p) {x : S → ℝ}
    (hx : ∀ i, marginal p i = x) :
    entropy p ≤ Fintype.card ι * entropy x := by
  have h := (entropy_le_sum_site_entropies hp).1
  simpa [hx] using h

end

end ConfigurationalEntropy
```

If the sites differ, the composition of an arbitrarily chosen site need not give a bound. With one pure site and an independent site occupied half by A and half by B, using the pure composition for both would give a bound of 0, although the entropy is log 2. The composition averaged over the sites does still give an upper bound, because the entropy is a concave function of composition (not proved here). For sublattice order, the sum ∑_i H(p_i) is a tighter bound.

```lean
#print axioms ConfigurationalEntropy.short_range_order_lowers_entropy
-- 'ConfigurationalEntropy.short_range_order_lowers_entropy' depends on axioms: [propext, Classical.choice, Quot.sound]
#print axioms ConfigurationalEntropy.entropy_le_ideal_mixing
-- 'ConfigurationalEntropy.entropy_le_ideal_mixing' depends on axioms: [propext, Classical.choice, Quot.sound]
```
